# In a harmonically trapped Thomas-Fermi condensate, averaging the local logarithm of an axial vortex with the density as weight multiplies its cutoff constant by $4e^{-5/3}$

Follow a vortex along the axis of a spherical, harmonically trapped Thomas-Fermi condensate from the centre to the height where the axial density of the cloud without the vortex has fallen to half: the horizontal slice there is narrower by $\sqrt2$ and the healing length is longer by $\sqrt2$, so the ratio of the two, which sits inside the vortex logarithm, has also halved. Averaging that logarithm over the whole axis, with the density as weight, gives the logarithm at the centre with the constant inside it multiplied by $4e^{-5/3}\approx 0.756$.

```lean
import Mathlib

open MeasureTheory

namespace ThomasFermiVortex

noncomputable section

/-- The Thomas-Fermi profile `1 - u²` integrates to `4/3` over the scaled axis. -/
theorem integral_parabola : ∫ u in (-1 : ℝ)..1, (1 - u ^ 2) = 4 / 3 := by
  have h1 : IntervalIntegrable (fun _ : ℝ => (1 : ℝ)) volume (-1) 1 :=
    continuous_const.intervalIntegrable _ _
  have h2 : IntervalIntegrable (fun u : ℝ => u ^ 2) volume (-1) 1 :=
    (continuous_pow 2).intervalIntegrable _ _
  rw [intervalIntegral.integral_sub h1 h2, intervalIntegral.integral_const, integral_pow]
  norm_num

/-- An antiderivative of `(2t - t²) log t`, where `t` is the distance from one end of the axis. -/
def edgePrimitive (t : ℝ) : ℝ :=
  (t - t * t / 3) * (t * Real.log t) - t * t / 2 + t * t * t / 9

/-- Away from the end of the axis, `edgePrimitive` has derivative `(2t - t²) log t`. -/
theorem hasDerivAt_edgePrimitive {t : ℝ} (ht : t ≠ 0) :
    HasDerivAt edgePrimitive ((2 * t - t * t) * Real.log t) t := by
  have h1 := hasDerivAt_id' t
  have h2 := h1.fun_mul h1
  have h3 := h2.fun_mul h1
  have h := (((h1.fun_sub (h2.div_const 3)).fun_mul (Real.hasDerivAt_mul_log ht)).fun_sub
    (h2.div_const 2)).fun_add (h3.div_const 9)
  exact HasDerivAt.congr_deriv h (by ring)

/-- The logarithm of the Thomas-Fermi profile, weighted by the profile itself,
integrates to `(8/3) log 2 - 20/9`. -/
theorem integral_parabola_log :
    ∫ u in (-1 : ℝ)..1, (1 - u ^ 2) * Real.log (1 - u ^ 2) = 8 / 3 * Real.log 2 - 20 / 9 := by
  have hG : Continuous edgePrimitive := by
    have hl := Real.continuous_mul_log
    unfold edgePrimitive
    exact (((by fun_prop : Continuous fun t : ℝ => t - t * t / 3).mul hl).sub
      (by fun_prop)).add (by fun_prop)
  have hint : IntervalIntegrable (fun u : ℝ => (1 - u ^ 2) * Real.log (1 - u ^ 2))
      volume (-1) 1 :=
    (Real.continuous_mul_log.comp
      (by fun_prop : Continuous fun u : ℝ => 1 - u ^ 2)).intervalIntegrable _ _
  have hderiv : ∀ u ∈ Set.Ioo (-1 : ℝ) 1,
      HasDerivAt (fun x => edgePrimitive (1 + x) - edgePrimitive (1 - x))
        ((1 - u ^ 2) * Real.log (1 - u ^ 2)) u := by
    intro u hu
    have hp : 1 + u ≠ 0 := by linarith [hu.1]
    have hm : 1 - u ≠ 0 := by linarith [hu.2]
    have h1 : HasDerivAt (fun x => edgePrimitive (1 + x))
        ((2 * (1 + u) - (1 + u) * (1 + u)) * Real.log (1 + u) * 1) u :=
      (hasDerivAt_edgePrimitive hp).comp u ((hasDerivAt_id' u).const_add 1)
    have h2 : HasDerivAt (fun x => edgePrimitive (1 - x))
        ((2 * (1 - u) - (1 - u) * (1 - u)) * Real.log (1 - u) * (-1)) u :=
      (hasDerivAt_edgePrimitive hm).comp u ((hasDerivAt_id' u).const_sub 1)
    -- the logarithm splits into contributions from the two ends
    have hlog : Real.log (1 - u ^ 2) = Real.log (1 + u) + Real.log (1 - u) := by
      rw [show 1 - u ^ 2 = (1 + u) * (1 - u) by ring, Real.log_mul hp hm]
    refine (h1.fun_sub h2).congr_deriv ?_
    rw [hlog]
    ring
  have key : ∫ u in (-1 : ℝ)..1, (1 - u ^ 2) * Real.log (1 - u ^ 2) =
      (edgePrimitive (1 + 1) - edgePrimitive (1 - 1)) -
        (edgePrimitive (1 + -1) - edgePrimitive (1 - -1)) :=
    intervalIntegral.integral_eq_sub_of_hasDerivAt_of_le (by norm_num)
      (by fun_prop : Continuous fun x => edgePrimitive (1 + x) - edgePrimitive (1 - x)).continuousOn
      hderiv hint
  have g2 : edgePrimitive 2 = 4 / 3 * Real.log 2 - 10 / 9 := by
    unfold edgePrimitive
    ring
  have g0 : edgePrimitive 0 = 0 := by simp [edgePrimitive]
  rw [key, show (1 : ℝ) + 1 = 2 by norm_num, show (1 : ℝ) - 1 = 0 by norm_num,
    show (1 : ℝ) + -1 = 0 by norm_num, show (1 : ℝ) - -1 = 2 by norm_num, g2, g0]
  ring

lemma log_effective {A : ℝ} (hA : 0 < A) :
    Real.log (4 * Real.exp (-5 / 3) * A) = 2 * Real.log 2 - 5 / 3 + Real.log A := by
  have h4 : Real.log 4 = 2 * Real.log 2 := by
    rw [show (4 : ℝ) = 2 * 2 by norm_num, Real.log_mul two_ne_zero two_ne_zero]
    ring
  rw [Real.log_mul (by positivity) hA.ne', Real.log_mul (by norm_num) (Real.exp_ne_zero _),
    Real.log_exp, h4]
  ring

/-- Integrating `log (A (1 - u²))` against the Thomas-Fermi profile gives `4/3`, the total weight,
times the logarithm of `A`, with `A` multiplied by `4 exp (-5/3)` inside the logarithm. -/
theorem integral_weighted_log {A : ℝ} (hA : 0 < A) :
    ∫ u in (-1 : ℝ)..1, (1 - u ^ 2) * Real.log (A * (1 - u ^ 2)) =
      4 / 3 * Real.log (4 * Real.exp (-5 / 3) * A) := by
  have hpt : ∀ u : ℝ, (1 - u ^ 2) * Real.log (A * (1 - u ^ 2)) =
      Real.log A * (1 - u ^ 2) + (1 - u ^ 2) * Real.log (1 - u ^ 2) := by
    intro u
    by_cases h : 1 - u ^ 2 = 0
    · simp [h]
    · rw [Real.log_mul hA.ne' h]
      ring
  have h1 : IntervalIntegrable (fun u : ℝ => Real.log A * (1 - u ^ 2)) volume (-1) 1 :=
    (by fun_prop : Continuous fun u : ℝ => Real.log A * (1 - u ^ 2)).intervalIntegrable _ _
  have h2 : IntervalIntegrable (fun u : ℝ => (1 - u ^ 2) * Real.log (1 - u ^ 2))
      volume (-1) 1 :=
    (Real.continuous_mul_log.comp
      (by fun_prop : Continuous fun u : ℝ => 1 - u ^ 2)).intervalIntegrable _ _
  rw [intervalIntegral.integral_congr (fun u _ => hpt u), intervalIntegral.integral_add h1 h2,
    intervalIntegral.integral_const_mul, integral_parabola, integral_parabola_log,
    log_effective hA]
  ring

/-- An axisymmetric Thomas-Fermi condensate: reduced Planck constant, atomic mass, coupling, central
density, transverse radius `R` and axial half-length `Z`. The sphere is `Z = R`. -/
structure Condensate where
  (hbar m g n₀ R Z : ℝ)
  hbar_pos : 0 < hbar
  m_pos : 0 < m
  g_pos : 0 < g
  n₀_pos : 0 < n₀
  R_pos : 0 < R
  Z_pos : 0 < Z

namespace Condensate

variable (S : Condensate)

/-- Thomas-Fermi density on the symmetry axis at height `z`. -/
def density (z : ℝ) : ℝ := S.n₀ * (1 - (z / S.Z) ^ 2)

/-- Radius of the horizontal slice of the cloud at height `z`. -/
def sliceRadius (z : ℝ) : ℝ := S.R * Real.sqrt (1 - (z / S.Z) ^ 2)

/-- Healing length `ħ / √(2 m g n)` at density `n`. -/
def healingLength (n : ℝ) : ℝ := S.hbar / Real.sqrt (2 * S.m * S.g * n)

/-- Local energy per length of a vortex on the axis, with cutoff constant `c`. -/
def lineEnergy (c z : ℝ) : ℝ :=
  Real.pi * S.hbar ^ 2 / S.m * S.density z *
    Real.log (c * (S.sliceRadius z / S.healingLength (S.density z)))

/-- Total energy of the vortex line: the local energy integrated along the axis. -/
def vortexEnergy (c : ℝ) : ℝ := ∫ z in (-S.Z)..S.Z, S.lineEnergy c z

/-- Column density along the axis. -/
def columnDensity : ℝ := ∫ z in (-S.Z)..S.Z, S.density z

lemma integral_scale (f : ℝ → ℝ) :
    ∫ z in (-S.Z)..S.Z, f (z / S.Z) = S.Z * ∫ u in (-1 : ℝ)..1, f u := by
  rw [intervalIntegral.integral_comp_div f S.Z_pos.ne', neg_div, div_self S.Z_pos.ne',
    smul_eq_mul]

lemma ratio_pos : 0 < S.R / S.healingLength S.n₀ := by
  have h1 := S.hbar_pos
  have h2 := S.m_pos
  have h3 := S.g_pos
  have h4 := S.n₀_pos
  have h5 := S.R_pos
  unfold healingLength
  positivity

/-- The column density along the axis is `(4/3) n₀ Z`. -/
theorem columnDensity_eq : S.columnDensity = 4 / 3 * S.n₀ * S.Z := by
  refine (S.integral_scale (fun u => S.n₀ * (1 - u ^ 2))).trans ?_
  simp only [intervalIntegral.integral_const_mul, integral_parabola]
  ring

/-- Inside the cloud, the ratio of slice radius to local healing length is its central value
times `1 - (z/Z)²`. -/
theorem slice_ratio {z : ℝ} (hz : |z| < S.Z) :
    S.sliceRadius z / S.healingLength (S.density z) =
      S.R / S.healingLength S.n₀ * (1 - (z / S.Z) ^ 2) := by
  have hw : 0 ≤ 1 - (z / S.Z) ^ 2 := by
    have h : |z / S.Z| ≤ 1 := by
      rw [abs_div, abs_of_pos S.Z_pos, div_le_one S.Z_pos]
      exact hz.le
    linarith [(sq_le_one_iff_abs_le_one (z / S.Z)).mpr h]
  unfold sliceRadius healingLength density
  generalize 1 - (z / S.Z) ^ 2 = w at hw ⊢
  rw [← mul_assoc (2 * S.m * S.g) S.n₀ w, Real.sqrt_mul' _ hw,
    div_div_eq_mul_div, div_div_eq_mul_div]
  -- one square root comes from the radius, the other from the healing length
  linear_combination (S.R * Real.sqrt (2 * S.m * S.g * S.n₀) / S.hbar) * Real.mul_self_sqrt hw

/-- The energy of an axial vortex is `π ħ² / m` times the column density times a single logarithm at
the trap centre, with the cutoff constant `c` multiplied by `4 exp (-5/3)`. -/
theorem vortexEnergy_eq {c : ℝ} (hc : 0 < c) :
    S.vortexEnergy c = Real.pi * S.hbar ^ 2 / S.m * S.columnDensity *
      Real.log (4 * Real.exp (-5 / 3) * c * (S.R / S.healingLength S.n₀)) := by
  have hA := mul_pos hc S.ratio_pos
  have hZ := S.Z_pos
  have hpt : ∀ z ∈ Set.uIcc (-S.Z) S.Z, S.lineEnergy c z =
      Real.pi * S.hbar ^ 2 / S.m * S.n₀ * ((1 - (z / S.Z) ^ 2) *
        Real.log (c * (S.R / S.healingLength S.n₀) * (1 - (z / S.Z) ^ 2))) := by
    intro z hz
    rw [Set.uIcc_of_le (by linarith)] at hz
    rcases (abs_le.mpr ⟨hz.1, hz.2⟩).eq_or_lt with he | hlt
    · -- at the tips of the cloud the density vanishes
      have h1 : (z / S.Z) ^ 2 = 1 := by
        rw [div_pow, ← sq_abs z, he, div_self (pow_ne_zero 2 hZ.ne')]
      simp [lineEnergy, density, h1]
    · unfold lineEnergy
      rw [S.slice_ratio hlt, ← mul_assoc c]
      unfold density
      ring
  unfold vortexEnergy
  rw [intervalIntegral.integral_congr hpt, intervalIntegral.integral_const_mul,
    S.integral_scale (fun u => (1 - u ^ 2) *
      Real.log (c * (S.R / S.healingLength S.n₀) * (1 - u ^ 2))),
    integral_weighted_log hA, S.columnDensity_eq, ← mul_assoc (4 * Real.exp (-5 / 3)) c]
  ring

lemma prefactor_pos : 0 < Real.pi * S.hbar ^ 2 / S.m * S.columnDensity := by
  have h1 := S.hbar_pos
  have h2 := S.m_pos
  have h3 := S.n₀_pos
  have h4 := S.Z_pos
  rw [S.columnDensity_eq]
  positivity

/-- A positive constant `c'` in the central logarithm reproduces the vortex energy exactly when
`c' = 4 exp (-5/3) c`. -/
theorem effective_constant_iff {c c' : ℝ} (hc : 0 < c) (hc' : 0 < c') :
    S.vortexEnergy c = Real.pi * S.hbar ^ 2 / S.m * S.columnDensity *
      Real.log (c' * (S.R / S.healingLength S.n₀)) ↔ c' = 4 * Real.exp (-5 / 3) * c := by
  have hr := S.ratio_pos
  rw [S.vortexEnergy_eq hc]
  constructor
  · intro h
    have h1 := mul_left_cancel₀ S.prefactor_pos.ne' h
    have h2 := Real.log_injOn_pos (Set.mem_Ioi.mpr (by positivity))
      (Set.mem_Ioi.mpr (by positivity)) h1
    exact (mul_right_cancel₀ hr.ne' h2).symm
  · intro h
    rw [h]

/-- The vortex energy is strictly below the estimate that keeps the logarithm at its central
value with the original constant `c`. -/
theorem vortexEnergy_lt_central {c : ℝ} (hc : 0 < c) :
    S.vortexEnergy c < Real.pi * S.hbar ^ 2 / S.m * S.columnDensity *
      Real.log (c * (S.R / S.healingLength S.n₀)) := by
  rw [S.vortexEnergy_eq hc, mul_assoc (4 * Real.exp (-5 / 3)) c,
    log_effective (mul_pos hc S.ratio_pos)]
  exact mul_lt_mul_of_pos_left (by linarith [Real.log_two_lt_d9]) S.prefactor_pos

end Condensate

end

end ThomasFermiVortex
```

```lean
#print axioms ThomasFermiVortex.Condensate.vortexEnergy_eq
-- 'ThomasFermiVortex.Condensate.vortexEnergy_eq' depends on axioms: [propext, Classical.choice, Quot.sound]
#print axioms ThomasFermiVortex.Condensate.effective_constant_iff
-- 'ThomasFermiVortex.Condensate.effective_constant_iff' depends on axioms: [propext, Classical.choice, Quot.sound]
#print axioms ThomasFermiVortex.Condensate.vortexEnergy_lt_central
-- 'ThomasFermiVortex.Condensate.vortexEnergy_lt_central' depends on axioms: [propext, Classical.choice, Quot.sound]
```

## The condensate and its local vortex energy

A `Condensate` consists of six positive real numbers: $\hbar$, the atomic mass $m$, the coupling $g$, the central density $n_0$, the transverse radius $R$ and the axial half-length $Z$. The cloud is an ellipsoid with its symmetry axis along $z$, and the sphere is the case $Z=R$. The trap is harmonic, so the density falls parabolically from the centre. The six numbers can be chosen independently; the chemical potential $gn_0$, the trap frequencies and the atom number then follow from them.

Four definitions carry the physics.

- `density` is the axial density $n(z)=n_0(1-z^2/Z^2)$ of the cloud without the vortex; the vortex core itself empties the axis.
- `sliceRadius` is the radius of the cloud at height $z$, $R_\perp(z)=R\sqrt{1-z^2/Z^2}$.
- `healingLength` is $\xi(n)=\hbar/\sqrt{2mgn}$. Another numerical factor in this convention would only rescale the cutoff constant.
- `lineEnergy` is the energy per length,
$$\varepsilon(z)=\frac{\pi\hbar^2}{m}\,n(z)\,\log\!\left(c\,\frac{R_\perp(z)}{\xi(n(z))}\right).$$

The last formula is postulated, not derived from the Gross-Pitaevskii equation. Its logarithm comes from the kinetic energy of the flow $v=\hbar/(mr)$ at distance $r$ from a singly quantised vortex, cut off at the core and at the edge of the slice. The constant $c$ stands for what the bare logarithm omits: the structure of the core and the fall of the density towards the edge. It is taken to be the same at every height, which is reasonable because all slices have the same density profile up to scale.

`vortexEnergy` integrates $\varepsilon$ from $-Z$ to $Z$, and `columnDensity` integrates $n$ over the same range. Write $E(c)$ for the first, $N_1$ for the second and $\xi_0=\xi(n_0)$ for the central healing length.

## One logarithm at the trap centre

The main theorem, `vortexEnergy_eq`, says that for every $c>0$
$$E(c)=\frac{\pi\hbar^2}{m}\,N_1\,\log\!\left(4e^{-5/3}\,c\,\frac{R}{\xi_0}\right),$$
where $N_1=\tfrac43 n_0Z$ by `columnDensity_eq`. The factor $4e^{-5/3}$ does not depend on the aspect ratio $Z/R$.

Two further theorems sharpen this. By `effective_constant_iff`, a positive constant $c'$ in the central logarithm reproduces $E(c)$ exactly when $c'=4e^{-5/3}c$. By `vortexEnergy_lt_central`, keeping the central logarithm with the original $c$ always overestimates $E(c)$.

For a straight, singly quantised vortex on the axis, and once $c$ is known, the formula gives a closed estimate to set beside a numerical Gross-Pitaevskii result: the energy with the vortex minus the energy without it, at the same atom number. Bent or off-axis vortices are not covered. The local formula is physically sensible where $\xi$ is much smaller than both $R_\perp$ and the distance over which the density changes along the axis, which fails near the tips of the cloud; the theorem integrates it up to the tips all the same, and holds for any positive $R/\xi_0$.

## The calculation by hand

Put $u=z/Z$ and $w=1-u^2$. Inside the cloud,
$$\frac{R_\perp}{\xi}=R\sqrt w\cdot\frac{\sqrt{2mgn_0w}}{\hbar}=\frac{R}{\xi_0}\,w .$$
One factor $\sqrt w$ comes from the shrinking slice and the other from the growing healing length. With $A=cR/\xi_0$ and $dz=Z\,du$, the energy becomes
$$E(c)=\frac{\pi\hbar^2}{m}\,n_0Z\int_{-1}^{1}(1-u^2)\log\!\big(A(1-u^2)\big)\,du .$$

Splitting the logarithm leaves two integrals. The first is
$$\int_{-1}^1(1-u^2)\,du=2-\tfrac23=\tfrac43 .$$
For the second, write $\log(1-u^2)=\log(1+u)+\log(1-u)$. The two terms contribute equally by the symmetry $u\to-u$. In terms of the distance $t=1+u$ from one end, the weight is $1-u^2=2t-t^2$, so the integral is $2\int_0^2(2t-t^2)\log t\,dt$. Integration by parts gives the antiderivative
$$F(t)=\left(t^2-\tfrac{t^3}{3}\right)\log t-\tfrac{t^2}{2}+\tfrac{t^3}{9}.$$
Differentiating confirms it: the logarithmic part yields $(2t-t^2)\log t+t-\tfrac{t^2}{3}$, and the polynomial part removes the last two terms. As $t\to0$, $F(t)\to0$, while $F(2)=\tfrac43\log2-\tfrac{10}{9}$. Hence
$$\int_{-1}^1(1-u^2)\log(1-u^2)\,du=\tfrac83\log2-\tfrac{20}{9}.$$

Dividing by $\tfrac43$ gives the weighted mean of $\log(1-u^2)$, which is $2\log2-\tfrac53=\log(4e^{-5/3})$. Therefore
$$\int_{-1}^1(1-u^2)\log\!\big(A(1-u^2)\big)\,du=\tfrac43\log\!\big(4e^{-5/3}A\big),$$
and multiplying by $\pi\hbar^2n_0Z/m$ turns $\tfrac43n_0Z$ into $N_1$.

Uniqueness follows because the prefactor is positive and the logarithm is injective on positive numbers. The central estimate is too high because $2\log2<\tfrac53$; the excess is $\tfrac53-2\log2\approx0.280$ times the prefactor $\pi\hbar^2N_1/m$.

## How the Lean proof follows it

`integral_parabola` evaluates the first integral term by term. The function $F$ is `edgePrimitive`, written with $t\log t$ as a factor because that product is continuous at $t=0$ although $\log t$ is not. `hasDerivAt_edgePrimitive` differentiates it for $t\neq0$ by the product rule.

`integral_parabola_log` handles both ends at once, using $F(1+u)-F(1-u)$ as the antiderivative in $u$. The version of the fundamental theorem of calculus applied here needs the derivative only on the open interval, together with continuity on the closed one and integrability of the integrand. This is how the proof deals with the ends $u=\pm1$, where the logarithm is singular although the weighted integrand tends to zero. The boundary values then give $2F(2)-2F(0)$.

`log_effective` expands $\log(4e^{-5/3}A)$, and `integral_weighted_log` combines it with the two integrals. Its splitting of the logarithm treats $1-u^2=0$ separately, where the weight makes both sides vanish.

`slice_ratio` combines the changes of the two length scales into the single factor $w$: it splits the square root in the healing length and uses $\sqrt w\,\sqrt w=w$. It assumes $|z|<Z$, so `vortexEnergy_eq` checks the tips on their own; the density is zero there, and so is the line energy. For the rest, the theorem rewrites the integrand pointwise, rescales the axis with `integral_scale` and inserts `integral_weighted_log`.

The lemmas `ratio_pos` and `prefactor_pos` supply the positivity of $R/\xi_0$ and of $\pi\hbar^2N_1/m$. With these, `effective_constant_iff` cancels the prefactor, applies injectivity of the logarithm and cancels $R/\xi_0$. The strict inequality in `vortexEnergy_lt_central` uses a numerical upper bound on $\log2$ from Mathlib.
